# Summed pair energies lie at or below the energy of a doubles CI without inter-pair coupling

Energies are measured from the reference determinant, whose energy is 0. Electron pair i has a finite set of doubly excited basis states, a real symmetric block A_i of Hamiltonian elements among them, and a real vector v_i of couplings to the reference. The basis is orthonormal. With rows separated by semicolons, the matrix of pair i is

M_i = ( 0, v_iᵀ ; v_i, A_i ),

and e_i is its lowest eigenvalue. The full doubles CI matrix M has one reference state and the doubles of all pairs. Its doubles block is block diagonal with blocks A_i, so Hamiltonian elements between doubles of different pairs are set to zero. A general doubles CI keeps these elements, and the bound below can then fail. Its lowest eigenvalue is E.

## The bound and its strict case

∑_i e_i ≤ E

If v_i ≠ 0 and v_j ≠ 0 for two different pairs i and j, then ∑_k e_k < E. The blocks need not be positive definite.

One nonzero coupling is not enough for strictness. Take two pairs with one double each, A_1 = A_2 = 1, v_1 = 1 and v_2 = 0. Then e_1 = (1 − √5)/2, e_2 = 0 and E = (1 − √5)/2, so the two sides are equal. With v_2 = 1 instead, the sum is 1 − √5 ≈ −1.236 and E = −1.

## Where a pair-energy code meets it

A code that diagonalises each pair separately and adds the energies can check the sign of ∑_i e_i − E after zeroing the inter-pair blocks. In this finite model the sum is a lower bound to E. When two pairs have nonzero reference couplings it lies strictly below E, so it is then not an upper bound to E.

## From trial vectors to the inequality

Take a vector x, not necessarily normalised, with reference amplitude c and doubles amplitudes y. For a matrix B = ( 0, vᵀ ; v, A ), which may be that of one pair or of all pairs together, the squared norm x·x and the quadratic form x·Bx are

c² + y·y and 2c v·y + y·Ay.

If a symmetric matrix has lowest eigenvalue ε, subtracting ε times the identity leaves no negative eigenvalue. The quadratic form is therefore at least ε times the squared norm.

The trial vector (1, 0) gives e_i ≤ 0. If v ≠ 0, put s = v·v > 0 and a = v·Av, and use (c, −v) with c = (a + 1)/(2s). Its quadratic form is

−2cs + a = −1,

so the lowest eigenvalue is negative.

Now take an eigenvector of M for E, with reference amplitude c, amplitudes y_i on the doubles of each pair i, and squared norm N = c² + ∑_i y_i·y_i > 0, and let S = ∑_i e_i. The quadratic form splits over pairs, and (c, y_i) is a trial vector for pair i:

E N = ∑_i (2c v_i·y_i + y_i·A_i y_i)
≥ ∑_i e_i (c² + y_i·y_i)
= S c² + ∑_i e_i y_i·y_i.

Since all pair energies are nonpositive, S ≤ e_i for each i. The last line is at least S N, and division by N gives S ≤ E.

Suppose two different pairs each have a nonzero coupling to the reference. For any k, at least one of them differs from k and has negative energy, so S < e_k. The full coupling vector is nonzero, so E < 0. Some y_k is then nonzero, because otherwise E N = 0. That term makes the last estimate strict, and S < E.

## The Lean file

```lean
import Mathlib

open Matrix

namespace IndependentPairsCI

/-- `E` is the lowest real eigenvalue of the real matrix `M`. -/
def IsLowestEigenvalue {m : Type*} [Fintype m] (M : Matrix m m ℝ) (E : ℝ) : Prop :=
  IsLeast {μ : ℝ | ∃ x : m → ℝ, x ≠ 0 ∧ M *ᵥ x = μ • x} E

/-- The doubles CI matrix `[[0, vᵀ], [v, A]]`: reference energy `0`, reference couplings `v`,
doubles block `A`. -/
def doublesCI {n : Type*} (v : n → ℝ) (A : Matrix n n ℝ) : Matrix (Unit ⊕ n) (Unit ⊕ n) ℝ :=
  fromBlocks 0 (of fun _ j => v j) (of fun i _ => v i) A

/-- The doubles CI matrix of all pairs together, with couplings `v i` and blocks `A i`, and no
coupling between doubles of different pairs. -/
def fullCI {ι : Type*} [DecidableEq ι] {κ : ι → Type*} (v : ∀ i, κ i → ℝ)
    (A : ∀ i, Matrix (κ i) (κ i) ℝ) : Matrix (Unit ⊕ Σ i, κ i) (Unit ⊕ Σ i, κ i) ℝ :=
  doublesCI (fun p => v p.1 p.2) (blockDiagonal' A)

section General

variable {m n : Type*} [Fintype m] [Fintype n]

private lemma dot_self_nonneg (x : m → ℝ) : 0 ≤ x ⬝ᵥ x :=
  Finset.sum_nonneg fun i _ => mul_self_nonneg (x i)

private lemma dot_self_pos {x : m → ℝ} (hx : x ≠ 0) : 0 < x ⬝ᵥ x :=
  lt_of_le_of_ne (dot_self_nonneg x) fun h => hx (dotProduct_self_eq_zero.mp h.symm)

private lemma eigenpair [DecidableEq m] {M : Matrix m m ℝ} (hM : M.IsHermitian) (j : m) :
    ∃ x : m → ℝ, x ≠ 0 ∧ M *ᵥ x = hM.eigenvalues j • x := by
  refine ⟨(hM.eigenvectorBasis j).ofLp, fun h0 => ?_, hM.mulVec_eigenvectorBasis j⟩
  apply hM.eigenvectorBasis.orthonormal.ne_zero j
  ext k
  simpa using congrFun h0 k

/-- Variational principle: for a real symmetric matrix `M` and any vector `x`, the quadratic form
`x ⬝ᵥ M *ᵥ x` is at least the lowest eigenvalue of `M` times the squared norm of `x`. -/
theorem rayleigh {M : Matrix m m ℝ} (hM : M.IsHermitian) {E : ℝ}
    (hE : IsLowestEigenvalue M E) (x : m → ℝ) : E * (x ⬝ᵥ x) ≤ x ⬝ᵥ M *ᵥ x := by
  classical
  have hS : (M - E • (1 : Matrix m m ℝ)).IsHermitian := by
    unfold Matrix.IsHermitian
    rw [conjTranspose_sub, hM.eq, conjTranspose_smul, conjTranspose_one, star_trivial]
  -- the shifted matrix has no negative eigenvalue
  have hP : (M - E • (1 : Matrix m m ℝ)).PosSemidef := by
    refine hS.posSemidef_iff_eigenvalues_nonneg.mpr fun j => ?_
    obtain ⟨b, hb, h⟩ := eigenpair hS j
    rw [sub_mulVec, smul_mulVec, one_mulVec] at h
    have h1 : E ≤ hS.eigenvalues j + E :=
      hE.2 ⟨b, hb, by rw [add_smul]; exact sub_eq_iff_eq_add.mp h⟩
    change 0 ≤ hS.eigenvalues j
    linarith
  have h := hP.dotProduct_mulVec_nonneg x
  rw [star_trivial, sub_mulVec, smul_mulVec, one_mulVec, dotProduct_sub, dotProduct_smul,
    smul_eq_mul] at h
  linarith

private lemma trial_norm (c : ℝ) (y : n → ℝ) :
    Sum.elim (fun _ : Unit => c) y ⬝ᵥ Sum.elim (fun _ : Unit => c) y = c ^ 2 + y ⬝ᵥ y := by
  simp [dotProduct, Fintype.sum_sum_type, sq]

private lemma trial_energy (v : n → ℝ) (A : Matrix n n ℝ) (c : ℝ) (y : n → ℝ) :
    Sum.elim (fun _ : Unit => c) y ⬝ᵥ doublesCI v A *ᵥ Sum.elim (fun _ : Unit => c) y
      = 2 * c * (v ⬝ᵥ y) + y ⬝ᵥ A *ᵥ y := by
  have h : ∑ i, y i * (v i * c) = c * ∑ i, v i * y i := by
    rw [Finset.mul_sum]
    exact Finset.sum_congr rfl fun i _ => by ring
  simp only [doublesCI, mulVec, dotProduct, Fintype.sum_sum_type, fromBlocks_apply₁₁,
    fromBlocks_apply₁₂, fromBlocks_apply₂₁, fromBlocks_apply₂₂, Sum.elim_inl, Sum.elim_inr,
    of_apply, Matrix.zero_apply, Finset.univ_unique, Finset.sum_singleton, zero_mul,
    mul_add, Finset.sum_add_distrib]
  linear_combination h

variable {v : n → ℝ} {A : Matrix n n ℝ} {E : ℝ}

private lemma variational (hA : A.IsHermitian) (hE : IsLowestEigenvalue (doublesCI v A) E)
    (c : ℝ) (y : n → ℝ) : E * (c ^ 2 + y ⬝ᵥ y) ≤ 2 * c * (v ⬝ᵥ y) + y ⬝ᵥ A *ᵥ y := by
  have hH : (doublesCI v A).IsHermitian :=
    Matrix.IsHermitian.fromBlocks Matrix.isHermitian_zero (by ext i j; simp) hA
  rw [← trial_norm c y, ← trial_energy v A c y]
  exact rayleigh hH hE _

/-- For a symmetric doubles block, the lowest doubles CI eigenvalue is not above the
reference energy `0`. -/
theorem lowest_nonpos (hA : A.IsHermitian) (hE : IsLowestEigenvalue (doublesCI v A) E) :
    E ≤ 0 := by
  simpa using variational hA hE 1 0

/-- For a symmetric doubles block and a nonzero reference coupling, the lowest doubles CI
eigenvalue is strictly below the reference energy `0`. -/
theorem lowest_neg (hA : A.IsHermitian) (hE : IsLowestEigenvalue (doublesCI v A) E)
    (hv : v ≠ 0) : E < 0 := by
  have hs := dot_self_pos hv
  by_contra hn
  -- trial vector `(c, -v)`, with `c` chosen so that its quadratic form equals `-1`
  obtain ⟨c, hc⟩ : ∃ c : ℝ, 2 * c * (v ⬝ᵥ v) = v ⬝ᵥ A *ᵥ v + 1 :=
    ⟨(v ⬝ᵥ A *ᵥ v + 1) / (2 * (v ⬝ᵥ v)), by have := hs.ne'; field_simp⟩
  have h1 := variational hA hE c (-v)
  simp only [mulVec_neg, dotProduct_neg, neg_dotProduct, neg_neg] at h1
  have h2 := mul_nonneg (not_lt.mp hn) (add_nonneg (sq_nonneg c) hs.le)
  linarith

end General

variable {ι : Type*} [Fintype ι] [DecidableEq ι] {κ : ι → Type*} [∀ i, Fintype (κ i)]

omit [DecidableEq ι] in
private lemma sigma_dot (u w : ∀ i, κ i → ℝ) :
    (fun p : Σ i, κ i => u p.1 p.2) ⬝ᵥ (fun p => w p.1 p.2) = ∑ i, u i ⬝ᵥ w i := by
  simp only [dotProduct, Fintype.sum_sigma]

/-- For the full doubles CI matrix `M` and a vector `x` with reference amplitude `c` and pair
amplitudes `y i`, the quadratic form `x ⬝ᵥ M *ᵥ x` is a sum of one term per pair. -/
theorem full_energy (v : ∀ i, κ i → ℝ) (A : ∀ i, Matrix (κ i) (κ i) ℝ) (c : ℝ)
    (y : ∀ i, κ i → ℝ) :
    Sum.elim (fun _ : Unit => c) (fun p : Σ i, κ i => y p.1 p.2) ⬝ᵥ
      fullCI v A *ᵥ Sum.elim (fun _ : Unit => c) (fun p : Σ i, κ i => y p.1 p.2)
      = ∑ i, (2 * c * (v i ⬝ᵥ y i) + y i ⬝ᵥ A i *ᵥ y i) := by
  have h : blockDiagonal' A *ᵥ (fun p : Σ i, κ i => y p.1 p.2)
      = fun p => (A p.1 *ᵥ y p.1) p.2 := by
    funext ⟨i, a⟩
    simp only [mulVec, dotProduct, Fintype.sum_sigma]
    rw [Finset.sum_eq_single i]
    · simp only [blockDiagonal'_apply_eq]
    · intro j _ hj
      exact Finset.sum_eq_zero fun b _ => by
        rw [blockDiagonal'_apply_ne A a b hj.symm, zero_mul]
    · simp
  rw [fullCI, trial_energy, h, sigma_dot v y, sigma_dot y (fun i => A i *ᵥ y i),
    Finset.sum_add_distrib, Finset.mul_sum]

/-- For symmetric pair blocks, the sum of the lowest eigenvalues of the separate pair matrices
is at most the lowest eigenvalue of the full doubles CI matrix, and strictly below it if two
different pairs have nonzero reference couplings. -/
theorem independent_pairs_below_full {v : ∀ i, κ i → ℝ} {A : ∀ i, Matrix (κ i) (κ i) ℝ}
    {e : ι → ℝ} {E : ℝ} (hA : ∀ i, (A i).IsHermitian)
    (he : ∀ i, IsLowestEigenvalue (doublesCI (v i) (A i)) (e i))
    (hE : IsLowestEigenvalue (fullCI v A) E) :
    ∑ i, e i ≤ E ∧ ∀ i j, i ≠ j → v i ≠ 0 → v j ≠ 0 → ∑ k, e k < E := by
  obtain ⟨x, hx, h⟩ := hE.1
  obtain ⟨c, y, rfl⟩ : ∃ (c : ℝ) (y : ∀ i, κ i → ℝ),
      x = Sum.elim (fun _ => c) (fun p : Σ i, κ i => y p.1 p.2) :=
    ⟨x (.inl ()), fun i a => x (.inr ⟨i, a⟩), by funext s; rcases s with _ | _ <;> rfl⟩
  have hp := dot_self_pos hx
  have hq := full_energy v A c y
  rw [h, dotProduct_smul, smul_eq_mul, trial_norm, sigma_dot y y] at hq
  rw [trial_norm, sigma_dot y y] at hp
  -- the components of the full ground state are trial vectors for the pairs
  have key := Finset.sum_le_sum fun i (_ : i ∈ Finset.univ) => variational (hA i) (he i) c (y i)
  rw [← hq] at key
  simp only [mul_add, Finset.sum_add_distrib, ← Finset.sum_mul] at key
  have hn : ∀ i, e i ≤ 0 := fun i => lowest_nonpos (hA i) (he i)
  constructor
  · have hk : ∀ k, ∑ i, e i ≤ e k := fun k => by
      have h1 := Finset.add_sum_erase Finset.univ e (Finset.mem_univ k)
      have h2 := Finset.sum_nonpos fun i (_ : i ∈ Finset.univ.erase k) => hn i
      linarith
    have h2 := Finset.sum_le_sum fun i (_ : i ∈ Finset.univ) =>
      mul_le_mul_of_nonneg_right (hk i) (dot_self_nonneg (y i))
    rw [← Finset.mul_sum] at h2
    refine le_of_mul_le_mul_right ?_ hp
    linarith
  · intro i j hij hi hj
    have hE0 : E < 0 := lowest_neg ((blockDiagonal'_conjTranspose A).trans
      (congrArg blockDiagonal' (funext fun i => (hA i).eq))) hE
      fun h => hi (funext fun a => congrFun h ⟨i, a⟩)
    -- the full ground state contains some double excitation
    obtain ⟨k, hyk⟩ : ∃ k, y k ≠ 0 := by
      by_contra hne
      have h0 : ∀ k, y k = 0 := fun k => by_contra fun h => hne ⟨k, h⟩
      simp only [h0, dotProduct_zero, mulVec_zero, mul_zero, add_zero,
        Finset.sum_const_zero] at hp hq
      have := mul_neg_of_neg_of_pos hE0 hp
      linarith
    -- besides any pair `k` there is another pair with negative energy
    have hk : ∀ k, ∑ l, e l < e k := fun k => by
      obtain ⟨l, hlk, hl⟩ : ∃ l, l ≠ k ∧ v l ≠ 0 := by
        by_cases h : i = k
        · exact ⟨j, fun h' => hij (h.trans h'.symm), hj⟩
        · exact ⟨i, h, hi⟩
      have h1 := Finset.add_sum_erase Finset.univ e (Finset.mem_univ k)
      have h2 := Finset.add_sum_erase (Finset.univ.erase k) e
        (Finset.mem_erase.mpr ⟨hlk, Finset.mem_univ l⟩)
      have h3 := Finset.sum_nonpos fun i (_ : i ∈ (Finset.univ.erase k).erase l) => hn i
      have h4 := lowest_neg (hA l) (he l) hl
      linarith
    have h2 : ∑ l, (∑ i, e i) * (y l ⬝ᵥ y l) < ∑ l, e l * (y l ⬝ᵥ y l) :=
      Finset.sum_lt_sum
        (fun l _ => mul_le_mul_of_nonneg_right (hk l).le (dot_self_nonneg _))
        ⟨k, Finset.mem_univ k, mul_lt_mul_of_pos_right (hk k) (dot_self_pos hyk)⟩
    rw [← Finset.mul_sum] at h2
    refine lt_of_mul_lt_mul_right ?_ hp.le
    linarith

end IndependentPairsCI
```

```lean
#print axioms IndependentPairsCI.independent_pairs_below_full
```

```
'IndependentPairsCI.independent_pairs_below_full' depends on axioms: [propext, Classical.choice, Quot.sound]
```

## Scope of the theorem and its parts

`independent_pairs_below_full` states both parts for finitely many pairs, whose doubles spaces `κ i` may differ in size. `Unit` labels the reference, and `Σ i, κ i` labels all doubles. `fullCI` is the matrix M above, which contains only the reference and the doubles; it is not full configuration interaction. Over the reals, `IsHermitian` means symmetric. `IsLowestEigenvalue` says that a number is the least real eigenvalue. The theorem takes `e i` and `E` with this property as given; for these symmetric matrices such values exist by the spectral theorem.

`rayleigh` is the variational bound, and `variational` writes it in terms of c and y. `lowest_nonpos` and `lowest_neg` use the two trial vectors above. `full_energy` splits the quadratic form over pairs. In the main proof, `key` is the summed pair bound, and `hk` compares S with a single pair energy, first weakly and then strictly.

The result concerns exact eigenvalues, not the rounding or convergence of an eigensolver. It says nothing about matrices with nonzero inter-pair blocks, or about the size of the gap. If a code keeps the reference energy on the whole diagonal of every matrix, the theorem applies after that energy is subtracted from each lowest eigenvalue, or equivalently from each diagonal.
